# The four-site spin-1/2 Heisenberg ring: sublattice form, spectrum at Sz = 0, and the vector at energy −2

Sites are numbered 0 to 3 around the ring, with $\hbar=1$ and coupling $J=1$, so that antiparallel neighbours are favoured. A configuration $s$ gives each site the value 0 (up) or 1 (down), and a wavefunction $\psi$ assigns a complex amplitude to each of the 16 configurations.

```lean
import Mathlib

open Matrix Polynomial

namespace HeisenbergTetramer

noncomputable section

/-- A configuration of four spins 1/2; `0` is up and `1` is down. -/
abbrev Config := Fin 4 → Fin 2

/-- Linear operators on the wavefunctions of four spins. -/
abbrev Op := Module.End ℂ (Config → ℂ)
```

A $2\times2$ matrix $A$ on site $i$ acts as

$$(A_i\psi)(s)=\sum_b A_{s_i b}\,\psi(s\text{ with }s_i\text{ replaced by }b).$$

```lean
/-- The operator that acts as the 2×2 matrix `A` on site `i` and trivially elsewhere. -/
def onSite (A : Matrix (Fin 2) (Fin 2) ℂ) (i : Fin 4) : Op where
  toFun ψ s := ∑ b, A (s i) b * ψ (Function.update s i b)
  map_add' ψ φ := by
    ext s
    simp only [Fin.sum_univ_two, Pi.add_apply]
    ring
  map_smul' c ψ := by
    ext s
    simp only [Fin.sum_univ_two, Pi.smul_apply, smul_eq_mul, RingHom.id_apply]
    ring
```

The spin components $S_i^x,S_i^y,S_i^z$ are half the Pauli matrices, placed on site $i$.

```lean
/-- The x, y and z spin matrices of a single spin 1/2. -/
def halfPauli : Fin 3 → Matrix (Fin 2) (Fin 2) ℂ :=
  ![!![0, 1/2; 1/2, 0], !![0, -Complex.I/2; Complex.I/2, 0], !![1/2, 0; 0, -1/2]]

/-- The vector of spin operators of site `i`. -/
def spin (i : Fin 4) : Fin 3 → Op := fun a => onSite (halfPauli a) i
```

With $\mathbf A\cdot\mathbf B=\sum_a A^aB^a$, the Hamiltonian is the bond sum

$$H=\mathbf S_0\cdot\mathbf S_1+\mathbf S_1\cdot\mathbf S_2+\mathbf S_2\cdot\mathbf S_3+\mathbf S_3\cdot\mathbf S_0.$$

```lean
/-- The scalar product of two vector operators. -/
def opDot (A B : Fin 3 → Op) : Op := ∑ a, A a * B a

/-- The Heisenberg Hamiltonian of the four-site ring with unit coupling. -/
def ringH : Op :=
  opDot (spin 0) (spin 1) + opDot (spin 1) (spin 2)
    + opDot (spin 2) (spin 3) + opDot (spin 3) (spin 0)
```

Finally, $P_{ij}s$ denotes $s$ with the spins at $i$ and $j$ exchanged.

```lean
/-- The configuration with the spins of sites `i` and `j` exchanged. -/
def exchange (i j : Fin 4) (s : Config) : Config :=
  Function.update (Function.update s i (s j)) j (s i)
```

## Factorisation into sublattice spins

For $i\ne j$, the product $A_iB_j$ replaces both spins independently:

$$(A_iB_j\psi)(s)=\sum_{b,c}A_{s_ib}B_{s_jc}\,\psi(s\text{ with }s_i\to b,\ s_j\to c).$$

```lean
/-- The action of a product of two operators on different sites. -/
theorem onSite_mul_apply {i j : Fin 4} (h : i ≠ j) (A B : Matrix (Fin 2) (Fin 2) ℂ)
    (ψ : Config → ℂ) (s : Config) :
    (onSite A i * onSite B j) ψ s = ∑ b, ∑ c, A (s i) b * B (s j) c *
      ψ (Function.update (Function.update s i b) j c) := by
  change ∑ b, A (s i) b * ∑ c, B (Function.update s i b j) c *
    ψ (Function.update (Function.update s i b) j c) = _
  simp only [Function.update_of_ne h.symm, Finset.mul_sum, mul_assoc]
```

The order of the two replacements is immaterial, so $A_iB_j=B_jA_i$. In Lean, the two sums are swapped and the updates commuted.

```lean
/-- Operators on different sites commute. -/
theorem onSite_comm {i j : Fin 4} (h : i ≠ j) (A B : Matrix (Fin 2) (Fin 2) ℂ) :
    onSite A i * onSite B j = onSite B j * onSite A i := by
  refine LinearMap.ext fun ψ => funext fun s => ?_
  rw [onSite_mul_apply h, onSite_mul_apply h.symm, Finset.sum_comm]
  refine Finset.sum_congr rfl fun c _ => Finset.sum_congr rfl fun b _ => ?_
  rw [Function.update_comm h, mul_comm (A _ _)]
```

Hence $\mathbf S_1\cdot\mathbf S_2=\mathbf S_2\cdot\mathbf S_1$ and $\mathbf S_3\cdot\mathbf S_0=\mathbf S_0\cdot\mathbf S_3$, and

$$H=\mathbf S_0\cdot\mathbf S_1+\mathbf S_2\cdot\mathbf S_1+\mathbf S_2\cdot\mathbf S_3+\mathbf S_0\cdot\mathbf S_3=(\mathbf S_0+\mathbf S_2)\cdot(\mathbf S_1+\mathbf S_3).$$

This is an identity of operators on all 16 configurations.

```lean
/-- The bond sum of the ring is the scalar product of the two sublattice spins. -/
theorem ringH_eq_sublattice :
    ringH = opDot (spin 0 + spin 2) (spin 1 + spin 3) := by
  have hc : ∀ i j : Fin 4, i ≠ j → opDot (spin i) (spin j) = opDot (spin j) (spin i) :=
    fun i j h => Finset.sum_congr rfl fun a _ => onSite_comm h _ _
  rw [ringH, hc 1 2 (by decide), hc 3 0 (by decide)]
  simp only [opDot, Pi.add_apply, add_mul, mul_add, Finset.sum_add_distrib]
  abel
```

## Bonds as spin exchanges

On parallel spins the $xx$ and $yy$ terms cancel and $zz$ gives $\tfrac14\psi(s)$. On antiparallel spins $xx$ and $yy$ each give $\tfrac14\psi(P_{ij}s)$, and $zz$ gives $-\tfrac14\psi(s)$. Both cases read

$$(\mathbf S_i\cdot\mathbf S_j\psi)(s)=\tfrac12\psi(P_{ij}s)-\tfrac14\psi(s).$$

The proof splits into the same four spin states of the bond with `fin_cases`.

```lean
/-- On two different sites, `S_i · S_j` is half the exchange of the two spins minus 1/4. -/
theorem spin_dot_spin {i j : Fin 4} (h : i ≠ j) (ψ : Config → ℂ) (s : Config) :
    opDot (spin i) (spin j) ψ s = ψ (exchange i j s) / 2 - ψ s / 4 := by
  have hs : ψ s = ψ (Function.update (Function.update s i (s i)) j (s j)) := by simp
  have expand : opDot (spin i) (spin j) ψ s = ∑ a, ∑ b, ∑ c,
      halfPauli a (s i) b * halfPauli a (s j) c *
        ψ (Function.update (Function.update s i b) j c) := by
    simp only [opDot, LinearMap.sum_apply, Finset.sum_apply]
    exact Finset.sum_congr rfl fun a _ => onSite_mul_apply h _ _ ψ s
  rw [expand, hs, exchange]
  -- the four spin states of the bond
  generalize s i = x
  generalize s j = y
  fin_cases x <;> fin_cases y <;>
    simp [halfPauli, Fin.sum_univ_three, Fin.sum_univ_two] <;>
    (try ring_nf) <;> (try simp only [Complex.I_sq]) <;> (try ring)
```

Summing over the four bonds gives

$$(H\psi)(s)=\tfrac12\sum_{\text{bonds}}\psi(P_{ij}s)-\psi(s).$$

```lean
/-- The ring Hamiltonian is half the sum of the four bond exchanges minus the identity. -/
theorem ringH_apply (ψ : Config → ℂ) (s : Config) :
    ringH ψ s = (ψ (exchange 0 1 s) + ψ (exchange 1 2 s) + ψ (exchange 2 3 s)
      + ψ (exchange 3 0 s)) / 2 - ψ s := by
  simp only [ringH, LinearMap.add_apply, Pi.add_apply]
  rw [spin_dot_spin (by decide), spin_dot_spin (by decide), spin_dot_spin (by decide),
    spin_dot_spin (by decide)]
  ring
```

## The block at Sz = 0

$S^z=0$ means two spins up and two down. There are six such configurations $c_0,\dots,c_5$, with the Néel states as $c_0$ and $c_1$. The block has entries $H_{kl}=(He_l)(c_k)$, where $e_l$ is 1 on $c_l$ and 0 elsewhere.

```lean
/-- Six configurations with two spins up and two down; the two Néel states come first. -/
def conf : Fin 6 → Config :=
  ![![0, 1, 0, 1], ![1, 0, 1, 0], ![0, 0, 1, 1], ![0, 1, 1, 0], ![1, 1, 0, 0], ![1, 0, 0, 1]]

/-- The matrix elements of the ring Hamiltonian between the six configurations. -/
def szBlock : Matrix (Fin 6) (Fin 6) ℂ :=
  Matrix.of fun k l => ringH (Pi.single (conf l) 1) (conf k)
```

Exchanges preserve the number of down spins, so $H$ does not lead out of this sector.

```lean
/-- The six configurations are distinct, they are all those with two spins down, and the
Hamiltonian does not lead out of them. -/
theorem conf_complete_and_closed :
    Function.Injective conf ∧ (∀ s : Config, (∃ k, conf k = s) ↔ ∑ i, (s i).val = 2) ∧
    ∀ (s : Config) (l : Fin 6), (∀ k, conf k ≠ s) → ringH (Pi.single (conf l) 1) s = 0 := by
  refine ⟨by decide +kernel, by decide +kernel, fun s l hs => ?_⟩
  have key : ∀ (s : Config) (l : Fin 6), (∀ k, conf k ≠ s) →
      exchange 0 1 s ≠ conf l ∧ exchange 1 2 s ≠ conf l ∧ exchange 2 3 s ≠ conf l ∧
      exchange 3 0 s ≠ conf l ∧ s ≠ conf l := by decide +kernel
  obtain ⟨h1, h2, h3, h4, h5⟩ := key s l hs
  rw [ringH_apply]
  simp [h1, h2, h3, h4, h5]
```

A Néel state has four antiparallel bonds, whose exchanges lead to the four other configurations: its diagonal entry is $-1$, and its entries to those four are $\tfrac12$. Each of the other four has two parallel bonds, giving the diagonal entry $\tfrac22-1=0$, and two antiparallel bonds, one leading to each Néel state.

```lean
/-- An explicit 6×6 matrix with rational entries. -/
def ringBlock : Matrix (Fin 6) (Fin 6) ℚ :=
  !![-1, 0, 1/2, 1/2, 1/2, 1/2; 0, -1, 1/2, 1/2, 1/2, 1/2; 1/2, 1/2, 0, 0, 0, 0;
     1/2, 1/2, 0, 0, 0, 0; 1/2, 1/2, 0, 0, 0, 0; 1/2, 1/2, 0, 0, 0, 0]

/-- Half the number of bond exchanges that lead from one configuration to another, minus the
identity matrix. -/
def exchangeBlock : Matrix (Fin 6) (Fin 6) ℚ :=
  Matrix.of fun k l => ((if exchange 0 1 (conf k) = conf l then (1 : ℚ) else 0)
    + (if exchange 1 2 (conf k) = conf l then (1 : ℚ) else 0)
    + (if exchange 2 3 (conf k) = conf l then (1 : ℚ) else 0)
    + (if exchange 3 0 (conf k) = conf l then (1 : ℚ) else 0)) / 2
    - (if conf k = conf l then (1 : ℚ) else 0)
```

The device that carries this comparison is `decide +kernel`: Lean's kernel evaluates a decision procedure for the statement and accepts the proof if the answer is `true`. Equality of rational matrices can be computed in this way, whereas Mathlib's complex numbers offer no such algorithm. The exchange formula therefore removes the factors of $i$ first, the arithmetic is done over `ℚ`, and the result is mapped into `ℂ`.

```lean
/-- The Sz = 0 block of the Hamiltonian is the explicit matrix `ringBlock`. -/
theorem szBlock_eq : szBlock = ringBlock.map (Rat.castHom ℂ) := by
  have key : exchangeBlock = ringBlock := by decide +kernel
  ext k l
  rw [← key, Matrix.map_apply]
  simp only [szBlock, exchangeBlock, Matrix.of_apply, ringH_apply, Pi.single_apply, map_sub, map_div₀,
    map_add, apply_ite (Rat.castHom ℂ), map_one, map_zero, map_ofNat]
```

## Characteristic polynomial

Direct multiplication shows that the columns of the following matrix $M$ are eigenvectors with eigenvalues $-2,-1,1,0,0,0$. They are orthogonal, so dividing each by its squared norm gives the rows of $M^{-1}$.

```lean
/-- A matrix whose columns are six mutually orthogonal vectors. -/
def modes : Matrix (Fin 6) (Fin 6) ℚ :=
  !![2, 1, 1, 0, 0, 0; 2, -1, 1, 0, 0, 0; -1, 0, 1, 1, 0, 1;
     -1, 0, 1, -1, 0, 1; -1, 0, 1, 0, 1, -1; -1, 0, 1, 0, -1, -1]

/-- The matrix whose rows are the columns of `modes` divided by their squared norms. -/
def dualModes : Matrix (Fin 6) (Fin 6) ℚ :=
  !![1/6, 1/6, -1/12, -1/12, -1/12, -1/12; 1/2, -1/2, 0, 0, 0, 0;
     1/6, 1/6, 1/6, 1/6, 1/6, 1/6; 0, 0, 1/2, -1/2, 0, 0;
     0, 0, 0, 0, 1/2, -1/2; 0, 0, 1/4, 1/4, -1/4, -1/4]
```

With $D=\mathrm{diag}(-2,-1,1,0,0,0)$, the block is $M(DM^{-1})$. Its characteristic polynomial equals that of $(DM^{-1})M=D$, namely

$$\prod_i(x-d_i)=x^3(x+2)(x+1)(x-1).$$

`Matrix.charpoly_mul_comm` supplies the reversal of the factors.

```lean
/-- The characteristic polynomial of the Sz = 0 block is `x³(x+2)(x+1)(x-1)`. -/
theorem szBlock_charpoly :
    szBlock.charpoly = X ^ 3 * (X + 2) * (X + 1) * (X - 1) := by
  let d : Fin 6 → ℚ := ![-2, -1, 1, 0, 0, 0]
  -- diagonalise in the explicit eigenbasis
  have h1 : ringBlock = modes * (diagonal ![-2, -1, 1, 0, 0, 0] * dualModes) := by
    decide +kernel
  have h2 : dualModes * modes = 1 := by decide +kernel
  have h3 : charmatrix (diagonal d) = diagonal (fun i => X - C (d i)) := by
    refine Matrix.ext fun i j => ?_
    by_cases h : i = j
    · subst h
      simp
    · simp [h]
  have h4 : ringBlock.charpoly = X ^ 3 * (X + 2) * (X + 1) * (X - 1) := by
    rw [h1, Matrix.charpoly_mul_comm, mul_assoc, h2, mul_one]
    change (charmatrix (diagonal d)).det = _
    rw [h3, det_diagonal, Fin.prod_univ_six]
    have c2 : C (2 : ℚ) = (2 : ℚ[X]) := map_ofNat C 2
    simp [d]
    linear_combination (X ^ 5 - X ^ 3) * c2
  rw [szBlock_eq, Matrix.charpoly_map, h4]
  simp
```

## The vector at energy −2

The lowest root is $-2$. For amplitudes $v_0,\dots,v_5$, put $T=\tfrac12(v_2+v_3+v_4+v_5)$. The block sends $v$ to $-v_0+T$ and $-v_1+T$ on the Néel states, and to $\tfrac12(v_0+v_1)$ on each of the others.

```lean
/-- The action of the Sz = 0 block on a vector of six amplitudes. -/
theorem szBlock_mulVec (v : Fin 6 → ℂ) :
    szBlock *ᵥ v = ![-v 0 + (v 2 + v 3 + v 4 + v 5) / 2, -v 1 + (v 2 + v 3 + v 4 + v 5) / 2,
      (v 0 + v 1) / 2, (v 0 + v 1) / 2, (v 0 + v 1) / 2, (v 0 + v 1) / 2] := by
  ext k
  fin_cases k <;>
    simp [szBlock_eq, ringBlock, Matrix.mulVec, dotProduct, Fin.sum_univ_six] <;> ring
```

At energy $-2$ the first two equations give $v_0=-T=v_1$. The others give $v_0=-2v_k$, so $v_k=-v_0/2$ for $k\ge2$. Thus $v=c\,(2,2,-1,-1,-1,-1)$ with $c=v_0/2$, and substitution confirms every such multiple.

```lean
/-- The solutions at energy -2 in the Sz = 0 block are exactly the multiples of the vector
with amplitude 2 on the two Néel states and -1 on the other four. -/
theorem ground_vector (v : Fin 6 → ℂ) :
    szBlock *ᵥ v = (-2 : ℂ) • v ↔ ∃ c : ℂ, v = c • ![2, 2, -1, -1, -1, -1] := by
  constructor
  · intro h
    rw [szBlock_mulVec] at h
    have e0 : -v 0 + (v 2 + v 3 + v 4 + v 5) / 2 = -2 * v 0 := congrFun h 0
    have e1 : -v 1 + (v 2 + v 3 + v 4 + v 5) / 2 = -2 * v 1 := congrFun h 1
    have a1 : v 1 = v 0 := by linear_combination e1 - e0
    have rest : ∀ x : ℂ, (v 0 + v 1) / 2 = -2 * x → x = -(v 0) / 2 :=
      fun x hx => by linear_combination hx / 2 - a1 / 4
    have a2 := rest (v 2) (congrFun h 2)
    have a3 := rest (v 3) (congrFun h 3)
    have a4 := rest (v 4) (congrFun h 4)
    have a5 := rest (v 5) (congrFun h 5)
    refine ⟨v 0 / 2, ?_⟩
    ext k
    fin_cases k <;> simp [a1, a2, a3, a4, a5] <;> ring
  · rintro ⟨c, rfl⟩
    rw [szBlock_mulVec]
    ext k
    fin_cases k <;> simp <;> ring

end

end HeisenbergTetramer
```

```lean
#print axioms HeisenbergTetramer.ringH_eq_sublattice
-- 'HeisenbergTetramer.ringH_eq_sublattice' depends on axioms: [propext, Classical.choice, Quot.sound]
#print axioms HeisenbergTetramer.conf_complete_and_closed
-- 'HeisenbergTetramer.conf_complete_and_closed' depends on axioms: [propext, Classical.choice, Quot.sound]
#print axioms HeisenbergTetramer.szBlock_charpoly
-- 'HeisenbergTetramer.szBlock_charpoly' depends on axioms: [propext, Classical.choice, Quot.sound]
#print axioms HeisenbergTetramer.ground_vector
-- 'HeisenbergTetramer.ground_vector' depends on axioms: [propext, Classical.choice, Quot.sound]
```

Normalised, the amplitudes are $1/\sqrt3$ on each Néel state and $-1/(2\sqrt3)$ on the others, so the Néel states carry two thirds of the weight. For this uniform four-site ring, the block and its lowest vector give exact reference values for a diagonalisation code.

The sectors with $S^z\neq0$ are not diagonalised here; rotational symmetry, which the file does not treat, places a member of every multiplet at $S^z=0$ and so makes $-2$ the ground energy of the whole ring.
